# The low-temperature exponent 3 for classical rank-two single-ion anisotropy in an exchange field

Suppose that a ferromagnet's anisotropy constant is scaled in proportion to its magnetization. When the magnetization has dropped to 0.90 of its saturation value, this rule puts the anisotropy at 0.90 as well. For classical moments in an exchange field, with weak rank-two single-ion anisotropy, the correct value is 0.73. The rule misses most of the loss. When moments tilt slightly away from the magnetization, equally in all directions about it, their average rank-two anisotropy loses about three times the fraction that their projection loses.

## A moment fluctuating about the magnetization

Let u be the cosine of the angle between a classical unit moment and the magnetization. The exchange field gives the moment the Boltzmann weight exp(x u), where x is the exchange energy divided by the thermal energy. Low temperature means large x. Integrating out the azimuth leaves the flat measure du on [−1, 1], so the thermal average of a function f is

avg f = ∫ f(u) exp(x u) du / ∫ exp(x u) du.

The reduced magnetization is m = avg u. The anisotropy energy depends on the moment's direction relative to the crystal. Averaging a rank-two single-ion term over the azimuth about the magnetization gives P2(u) times the same term evaluated at the magnetization's direction, where P2(u) = (3u² − 1)/2. If the anisotropy is weak enough to be left out of the weight, the term is therefore reduced from its zero-temperature strength by the factor avg P2. For rank four the factor is avg P4, where P4(u) = (35u⁴ − 30u² + 3)/8.

## What is claimed

For every x > 0,

avg P2 = 1 − 3 avg u / x.

As x → ∞, the ratios

(1 − avg P2)/(1 − avg u) and log(avg P2)/log(avg u)

both tend to 3. With P4 in place of P2, both tend to 10. The second ratio is the effective exponent n in avg P2 = mⁿ.

In Lean, `thermalAvg x f` is the quotient of integrals above, and m is `thermalAvg x (fun u => u)`. The identity is `avg_P2`, and the four limits form `callen_callen`, where `atTop` expresses x → ∞ and `𝓝 3` convergence to 3. Both polynomials are normalised to 1 at u = 1, so each average is measured relative to full alignment.

The general theorem, `anisotropy_exponent`, takes any f with f(1) = 1 and gives the limit f'(1) for both ratios. Its functions `f'` and `f''` are supplied separately and tied to f by `HasDerivAt` hypotheses; `f''` must be continuous. These conditions are imposed on the whole real line, which costs nothing for polynomials.

The Callen-Callen exponent for rank l is l(l + 1)/2, the slope of the Legendre polynomial at 1; the file evaluates this slope for l = 2 and l = 4. The model has no spin quantisation, no correlations between moments and no two-ion anisotropy, and x is a given parameter, not the solution of a mean-field equation. Within this model of independent classical moments, the result gives the low-temperature scaling of the constant K in a uniaxial anisotropy energy K sin²θ, which a micromagnetic simulation takes as input; θ is the angle between the magnetization and the axis. This assumes that the anisotropy is purely of rank two, because a rank-four term also contributes to the coefficient of sin²θ.

## Integration by parts gives the deficit

The normalising integral is

Z = ∫ exp(x u) du = (exp(x) − exp(−x))/x.

Integrating the derivative of f(u) exp(x u) over [−1, 1] gives

∫ f' exp(x u) du + x ∫ f exp(x u) du = f(1) exp(x) − f(−1) exp(−x).

The right-hand side can be rewritten as

f(1)(exp(x) − exp(−x)) + (f(1) − f(−1)) exp(−x).

Dividing by Z and rearranging yields

x(f(1) − avg f) = avg f' − (f(1) − f(−1)) b(x),

where

b(x) = x exp(−x)/(exp(x) − exp(−x)).

For P2, the end values are P2(1) = P2(−1) = 1, so the boundary term cancels. Since P2'(u) = 3u, what remains is x(1 − avg P2) = 3 avg u, which is the stated identity.

## The limit of strong alignment

For x ≥ 1 we have exp(x) ≥ 1 + x and exp(−x) ≤ 1, so the denominator of b(x) is at least 1. Hence 0 ≤ b(x) ≤ x exp(−x), and b(x) → 0.

Let g be continuously differentiable, and let C bound |g'| on [−1, 1]. Then |avg g'| ≤ C, and the deficit identity divided by x reads

g(1) − avg g = avg g'/x − (g(1) − g(−1)) b(x)/x.

The right-hand side tends to 0, so avg g → g(1).

Now take f twice continuously differentiable and apply this with g = f'. The deficit identity then gives

x(f(1) − avg f) → f'(1).

For f(u) = u the limit is 1. When f(1) = 1, dividing the two limits cancels x and gives

(1 − avg f)/(1 − avg u) → f'(1).

For the logarithms, write a = avg f. Since a → 1, it is positive for large x, and 1 − 1/a ≤ log a ≤ a − 1. Multiplying by x gives

x(a − 1)/a ≤ x log a ≤ x(a − 1).

Both outer expressions tend to −f'(1), so x log a does too. For f(u) = u the limit is −1, and the ratio of logarithms again tends to f'(1).

Finally, P2'(1) = 3, while P4'(u) = (35u³ − 15u)/2 gives P4'(1) = 10.

## Numbers at x = 10

For f(u) = u the deficit identity reads x(1 − m) = 1 − 2b(x). At x = 10 the boundary term is of order 10⁻⁸, so m ≈ 0.900. Then

avg P2 ≈ 1 − 3 · 0.900/10 = 0.730.

The cube of m is 0.729, very close to this. The ratio of deficits is 0.270/0.100 = 2.70, still some way from 3, while the ratio of logarithms is already about 2.99.

## The Lean file

```lean
import Mathlib

open Filter Topology

namespace CallenCallen

noncomputable section

/-- Thermal average of `f u` for a classical unit moment with polar cosine `u` in `[-1, 1]`
and Boltzmann weight `exp (x u)`, where `x` is the reduced exchange field. -/
def thermalAvg (x : ℝ) (f : ℝ → ℝ) : ℝ :=
  (∫ u in (-1 : ℝ)..1, f u * Real.exp (x * u)) / ∫ u in (-1 : ℝ)..1, Real.exp (x * u)

/-- The rank-two Legendre polynomial, the angular form of rank-two uniaxial anisotropy. -/
def P2 (u : ℝ) : ℝ := (3 * u ^ 2 - 1) / 2

/-- The rank-four Legendre polynomial. -/
def P4 (u : ℝ) : ℝ := (35 * u ^ 4 - 30 * u ^ 2 + 3) / 8

/-- The partition function of a classical moment in a nonzero reduced field `x`, without the factor
2π from the azimuth. -/
theorem partition_function {x : ℝ} (hx : x ≠ 0) :
    ∫ u in (-1 : ℝ)..1, Real.exp (x * u) = (Real.exp x - Real.exp (-x)) / x := by
  have h : ∀ u ∈ Set.uIcc (-1 : ℝ) 1,
      HasDerivAt (fun v => Real.exp (x * v) / x) (Real.exp (x * u)) u := by
    intro u _
    have h0 : HasDerivAt (fun v => x * v) x u := by
      simpa using (hasDerivAt_id' u).const_mul x
    exact (h0.exp.div_const x).congr_deriv (mul_div_cancel_right₀ _ hx)
  rw [intervalIntegral.integral_eq_sub_of_hasDerivAt h
    (Continuous.intervalIntegrable (by fun_prop) _ _)]
  simp only [mul_one, mul_neg, sub_div]

/-- Exact identity in a field `x > 0`: the thermal deficit of a continuously differentiable
`f` is fixed by the average of its derivative and a boundary term. -/
theorem deficit_identity {x : ℝ} (hx : 0 < x) {f f' : ℝ → ℝ}
    (hf : ∀ u, HasDerivAt f (f' u) u) (hf' : Continuous f') :
    x * (f 1 - thermalAvg x f) = thermalAvg x f' -
      (f 1 - f (-1)) * (x * Real.exp (-x) / (Real.exp x - Real.exp (-x))) := by
  have hD : 0 < Real.exp x - Real.exp (-x) :=
    sub_pos.2 (Real.exp_lt_exp.2 (by linarith))
  have hfc : Continuous f := continuous_iff_continuousAt.2 fun u => (hf u).continuousAt
  have h : ∀ u ∈ Set.uIcc (-1 : ℝ) 1, HasDerivAt (fun v => f v * Real.exp (x * v))
      (f' u * Real.exp (x * u) + x * (f u * Real.exp (x * u))) u := by
    intro u _
    have h0 : HasDerivAt (fun v => x * v) x u := by
      simpa using (hasDerivAt_id' u).const_mul x
    exact ((hf u).fun_mul h0.exp).congr_deriv (by ring)
  -- integration by parts
  have key : (∫ u in (-1 : ℝ)..1, f' u * Real.exp (x * u)) +
      x * (∫ u in (-1 : ℝ)..1, f u * Real.exp (x * u)) =
      f 1 * Real.exp x - f (-1) * Real.exp (-x) := by
    rw [← intervalIntegral.integral_const_mul, ← intervalIntegral.integral_add
      (Continuous.intervalIntegrable (by fun_prop) _ _)
      (Continuous.intervalIntegrable (by fun_prop) _ _),
      intervalIntegral.integral_eq_sub_of_hasDerivAt h
      (Continuous.intervalIntegrable (by fun_prop) _ _)]
    simp only [mul_one, mul_neg]
  have hI : (∫ u in (-1 : ℝ)..1, f u * Real.exp (x * u)) =
      (f 1 * Real.exp x - f (-1) * Real.exp (-x) -
        ∫ u in (-1 : ℝ)..1, f' u * Real.exp (x * u)) / x := by
    rw [eq_div_iff hx.ne']
    linarith
  have alg : ∀ a b E e J : ℝ, E - e ≠ 0 →
      x * (a - (a * E - b * e - J) / x / ((E - e) / x)) =
        J / ((E - e) / x) - (a - b) * (x * e / (E - e)) := by
    intro a b E e J hE
    field_simp
    ring
  unfold thermalAvg
  rw [hI, partition_function hx.ne']
  exact alg _ _ _ _ _ hD.ne'

/-- For `x > 0` the rank-two average is tied to the magnetization:
`avg P2 = 1 - 3 avg u / x`. -/
theorem avg_P2 {x : ℝ} (hx : 0 < x) :
    thermalAvg x P2 = 1 - 3 * thermalAvg x (fun u => u) / x := by
  have hd : ∀ u, HasDerivAt P2 (3 * u) u := fun u =>
    (((((hasDerivAt_id' u).fun_pow 2).const_mul (3 : ℝ)).sub_const 1).div_const 2).congr_deriv
      (by norm_num; ring)
  have h := deficit_identity hx hd (by fun_prop)
  have h1 : P2 1 = 1 := by norm_num [P2]
  have h2 : P2 (-1) = 1 := by norm_num [P2]
  have h3 : thermalAvg x (fun u => 3 * u) = 3 * thermalAvg x (fun u => u) := by
    unfold thermalAvg
    simp only [mul_assoc, intervalIntegral.integral_const_mul, mul_div_assoc]
  -- the boundary term cancels because `P2` is even
  rw [h1, h2, h3, sub_self, zero_mul, sub_zero] at h
  rw [← h, mul_div_cancel_left₀ _ hx.ne']
  ring

/-- The boundary term vanishes in the low-temperature limit. -/
theorem boundary_tendsto :
    Tendsto (fun x : ℝ => x * Real.exp (-x) / (Real.exp x - Real.exp (-x))) atTop (𝓝 0) := by
  have h0 : Tendsto (fun x : ℝ => x * Real.exp (-x)) atTop (𝓝 0) := by
    simpa using Real.tendsto_pow_mul_exp_neg_atTop_nhds_zero 1
  refine squeeze_zero_norm' ?_ h0
  filter_upwards [eventually_ge_atTop 1] with x hx
  have h1 : Real.exp (-x) ≤ 1 := Real.exp_le_one_iff.2 (by linarith)
  have h2 : 1 ≤ Real.exp x - Real.exp (-x) := by linarith [Real.add_one_le_exp x]
  have h3 : 0 ≤ x * Real.exp (-x) := by positivity
  rw [Real.norm_of_nonneg (div_nonneg h3 (by linarith))]
  exact div_le_self h3 h2

/-- Saturation: as `x → ∞` the average of a continuously differentiable `g` tends to its
value `g 1` for the fully aligned moment. -/
theorem saturation {g g' : ℝ → ℝ} (hg : ∀ u, HasDerivAt g (g' u) u) (hg' : Continuous g') :
    Tendsto (fun x => thermalAvg x g) atTop (𝓝 (g 1)) := by
  obtain ⟨C, hC⟩ := (isCompact_Icc (a := (-1 : ℝ)) (b := 1)).exists_bound_of_continuousOn
    hg'.continuousOn
  -- averages of `g'` stay bounded
  have hb : ∀ x : ℝ, 0 < x → |thermalAvg x g'| ≤ C := by
    intro x hx
    have hZ : 0 < ∫ u in (-1 : ℝ)..1, Real.exp (x * u) := by
      rw [partition_function hx.ne']
      exact div_pos (sub_pos.2 (Real.exp_lt_exp.2 (by linarith))) hx
    unfold thermalAvg
    rw [abs_div, abs_of_pos hZ, div_le_iff₀ hZ, ← intervalIntegral.integral_const_mul,
      ← Real.norm_eq_abs]
    refine intervalIntegral.norm_integral_le_of_norm_le (by norm_num)
      (MeasureTheory.ae_of_all _ fun u hu => ?_)
      (Continuous.intervalIntegrable (by fun_prop) _ _)
    rw [norm_mul, Real.norm_of_nonneg (Real.exp_pos _).le]
    exact mul_le_mul_of_nonneg_right (hC u ⟨hu.1.le, hu.2⟩) (Real.exp_pos _).le
  have h1 : Tendsto (fun x => thermalAvg x g' * x⁻¹) atTop (𝓝 0) := by
    have hc : Tendsto (fun x : ℝ => C * x⁻¹) atTop (𝓝 0) := by
      simpa using (tendsto_inv_atTop_zero (𝕜 := ℝ)).const_mul C
    refine squeeze_zero_norm' ?_ hc
    filter_upwards [eventually_gt_atTop 0] with x hx
    rw [norm_mul, Real.norm_eq_abs, Real.norm_of_nonneg (inv_pos.2 hx).le]
    exact mul_le_mul_of_nonneg_right (hb x hx) (inv_pos.2 hx).le
  have h2 := (boundary_tendsto.mul tendsto_inv_atTop_zero).const_mul (g 1 - g (-1))
  have h3 := (h1.sub h2).const_sub (g 1)
  simp only [mul_zero, sub_zero] at h3
  refine h3.congr' ?_
  filter_upwards [eventually_gt_atTop 0] with x hx
  have hxx : x * x⁻¹ = 1 := mul_inv_cancel₀ hx.ne'
  linear_combination x⁻¹ * deficit_identity hx hg hg' - (g 1 - thermalAvg x g) * hxx

/-- For twice continuously differentiable `f`, the deficit `f 1 - avg f` multiplied by `x`
tends to the slope `f' 1` as `x → ∞`. -/
theorem deficit_tendsto {f f' f'' : ℝ → ℝ} (hf : ∀ u, HasDerivAt f (f' u) u)
    (hf' : ∀ u, HasDerivAt f' (f'' u) u) (hf'' : Continuous f'') :
    Tendsto (fun x => x * (f 1 - thermalAvg x f)) atTop (𝓝 (f' 1)) := by
  have h := (saturation hf' hf'').sub (boundary_tendsto.const_mul (f 1 - f (-1)))
  simp only [mul_zero, sub_zero] at h
  refine h.congr' ?_
  filter_upwards [eventually_gt_atTop 0] with x hx
  exact (deficit_identity hx hf
    (continuous_iff_continuousAt.2 fun u => (hf' u).continuousAt)).symm

/-- For twice continuously differentiable `f` with `f 1 = 1`, the logarithm of `avg f`
multiplied by `x` tends to `-f' 1` as `x → ∞`. -/
theorem log_tendsto {f f' f'' : ℝ → ℝ} (hf : ∀ u, HasDerivAt f (f' u) u)
    (hf' : ∀ u, HasDerivAt f' (f'' u) u) (hf'' : Continuous f'') (h1 : f 1 = 1) :
    Tendsto (fun x => x * Real.log (thermalAvg x f)) atTop (𝓝 (-f' 1)) := by
  have hs := saturation hf (continuous_iff_continuousAt.2 fun u => (hf' u).continuousAt)
  have hd := deficit_tendsto hf hf' hf''
  rw [h1] at hs hd
  have hl := hd.neg.mul (hs.inv₀ one_ne_zero)
  simp only [inv_one, mul_one] at hl
  -- squeeze with `1 - 1/a ≤ log a ≤ a - 1`
  refine tendsto_of_tendsto_of_tendsto_of_le_of_le' hl hd.neg ?_ ?_
  · filter_upwards [eventually_gt_atTop 0, hs.eventually (lt_mem_nhds one_pos)] with x hx ha
    have h := mul_le_mul_of_nonneg_left (Real.one_sub_inv_le_log_of_pos ha) hx.le
    have hh := mul_inv_cancel₀ ha.ne'
    refine le_trans (le_of_eq ?_) h
    linear_combination x * hh
  · filter_upwards [eventually_gt_atTop 0, hs.eventually (lt_mem_nhds one_pos)] with x hx ha
    have h := mul_le_mul_of_nonneg_left (Real.log_le_sub_one_of_pos ha) hx.le
    linarith

/-- Low-temperature exponent: for twice continuously differentiable `f` with `f 1 = 1`, both
the ratio of deficits and the ratio of logarithms of `avg f` and `avg u` tend to `f' 1`. -/
theorem anisotropy_exponent {f f' f'' : ℝ → ℝ} (hf : ∀ u, HasDerivAt f (f' u) u)
    (hf' : ∀ u, HasDerivAt f' (f'' u) u) (hf'' : Continuous f'') (h1 : f 1 = 1) :
    Tendsto (fun x => (1 - thermalAvg x f) / (1 - thermalAvg x (fun u => u)))
      atTop (𝓝 (f' 1)) ∧
    Tendsto (fun x => Real.log (thermalAvg x f) / Real.log (thermalAvg x (fun u => u)))
      atTop (𝓝 (f' 1)) := by
  have i1 : ∀ u : ℝ, HasDerivAt (fun v : ℝ => v) ((fun _ => (1 : ℝ)) u) u :=
    fun u => hasDerivAt_id' u
  have i2 : ∀ u : ℝ, HasDerivAt (fun _ : ℝ => (1 : ℝ)) ((fun _ => (0 : ℝ)) u) u :=
    fun u => hasDerivAt_const u 1
  constructor
  · have hd := deficit_tendsto hf hf' hf''
    rw [h1] at hd
    have h := hd.div (deficit_tendsto i1 i2 continuous_const) one_ne_zero
    rw [div_one] at h
    refine h.congr' ?_
    filter_upwards [eventually_gt_atTop 0] with x hx
    exact mul_div_mul_left _ _ hx.ne'
  · have h := (log_tendsto hf hf' hf'' h1).div
      (log_tendsto i1 i2 continuous_const rfl) (neg_ne_zero.2 one_ne_zero)
    rw [neg_div_neg_eq, div_one] at h
    refine h.congr' ?_
    filter_upwards [eventually_gt_atTop 0] with x hx
    exact mul_div_mul_left _ _ hx.ne'

/-- Callen-Callen exponents as `x → ∞`: the ratio of deficits tends to 3 for rank two and to
10 for rank four, and so does the ratio of logarithms. -/
theorem callen_callen :
    (Tendsto (fun x => (1 - thermalAvg x P2) / (1 - thermalAvg x (fun u => u)))
      atTop (𝓝 3) ∧
    Tendsto (fun x => Real.log (thermalAvg x P2) / Real.log (thermalAvg x (fun u => u)))
      atTop (𝓝 3)) ∧
    (Tendsto (fun x => (1 - thermalAvg x P4) / (1 - thermalAvg x (fun u => u)))
      atTop (𝓝 10) ∧
    Tendsto (fun x => Real.log (thermalAvg x P4) / Real.log (thermalAvg x (fun u => u)))
      atTop (𝓝 10)) := by
  have a1 : ∀ u, HasDerivAt P2 ((fun v => 3 * v) u) u := fun u =>
    (((((hasDerivAt_id' u).fun_pow 2).const_mul (3 : ℝ)).sub_const 1).div_const 2).congr_deriv
      (by norm_num; ring)
  have a2 : ∀ u : ℝ, HasDerivAt (fun v : ℝ => 3 * v) ((fun _ => (3 : ℝ)) u) u := fun u =>
    ((hasDerivAt_id' u).const_mul (3 : ℝ)).congr_deriv (by norm_num)
  have b1 : ∀ u, HasDerivAt P4 ((fun v => (35 * v ^ 3 - 15 * v) / 2) u) u := fun u =>
    ((((((hasDerivAt_id' u).fun_pow 4).const_mul (35 : ℝ)).fun_sub
      (((hasDerivAt_id' u).fun_pow 2).const_mul (30 : ℝ))).add_const 3).div_const 8).congr_deriv
      (by norm_num; ring)
  have b2 : ∀ u : ℝ, HasDerivAt (fun v : ℝ => (35 * v ^ 3 - 15 * v) / 2)
      ((fun v => (105 * v ^ 2 - 15) / 2) u) u := fun u =>
    (((((hasDerivAt_id' u).fun_pow 3).const_mul (35 : ℝ)).fun_sub
      ((hasDerivAt_id' u).const_mul (15 : ℝ))).div_const 2).congr_deriv
      (by norm_num; ring)
  have hP2 := anisotropy_exponent a1 a2 continuous_const (by norm_num [P2])
  have hP4 := anisotropy_exponent b1 b2 (by fun_prop) (by norm_num [P4])
  -- the slopes at full alignment
  have e2 : (3 : ℝ) * 1 = 3 := by norm_num
  have e4 : ((35 : ℝ) * 1 ^ 3 - 15 * 1) / 2 = 10 := by norm_num
  beta_reduce at hP2 hP4
  rw [e2] at hP2
  rw [e4] at hP4
  exact ⟨hP2, hP4⟩

end

end CallenCallen
```

```lean
#print axioms CallenCallen.avg_P2
#print axioms CallenCallen.anisotropy_exponent
#print axioms CallenCallen.callen_callen
```

```
'CallenCallen.avg_P2' depends on axioms: [propext, Classical.choice, Quot.sound]
'CallenCallen.anisotropy_exponent' depends on axioms: [propext, Classical.choice, Quot.sound]
'CallenCallen.callen_callen' depends on axioms: [propext, Classical.choice, Quot.sound]
```

## From the integral identity to the exponents

`partition_function` evaluates Z from the antiderivative exp(x u)/x. In `deficit_identity`, the step `h` differentiates the product f(u) exp(x u), and `key` is the integrated equation, obtained from the fundamental theorem of calculus. The auxiliary statement `alg` performs the division by Z with the exponentials replaced by plain variables, so that `field_simp` and `ring` can finish it.

`avg_P2` supplies the derivative 3u and the two end values. The boundary term then disappears because its coefficient is 1 − 1.

`boundary_tendsto` squeezes b(x) between 0 and x exp(−x). In `saturation`, compactness of [−1, 1] provides the constant C, and `hb` transfers the bound from g' to its average, using the positivity of the weight. The closing `linear_combination` is the deficit identity multiplied by 1/x.

`deficit_tendsto` applies `saturation` to f', which is where the second derivative is needed. The identity holds only for x > 0, so `congr'` replaces one expression by the other for large x, which is all that the limit sees.

`log_tendsto` carries out the squeeze, with one bullet for each inequality. `anisotropy_exponent` divides the limits for f by those for u, and `mul_div_mul_left` cancels the common factor x. In `callen_callen`, the facts `a1`, `a2`, `b1` and `b2` are the first and second derivatives of P2 and P4, and `e2` and `e4` evaluate the slopes at full alignment.
